# For unit bond vectors, the squared third partial density of MEAM is a nonnegative Legendre pair sum

The surroundings of an atom are modelled here as a finite list of neighbours, each carrying a real weight and a vector with three real components. Unit length is not built into the vectors. It is a separate hypothesis, stated only in the theorems that use it, so one can see which results depend on the vectors being directions. The third partial density is taken in the form that subtracts a dipole term. Older formulations of MEAM leave this term out, and their squared density is in general not the Legendre sum of the title.

In the modified embedded-atom method (MEAM), the weight $w_i$ stands for the atomic density that neighbour $i$ contributes at its distance to the third partial density, including any screening factor (the other partial densities have atomic density functions of their own), and $u_i$ is the direction of the bond. The type `ι` labels the neighbours, and `Fintype ι` says that there are finitely many, as with a cutoff radius. An infinite environment would need a convergence assumption before any of the sums below made sense.

```lean
import Mathlib

open Matrix

namespace MEAMThirdDensity

noncomputable section

variable {ι : Type*} [Fintype ι]
```

With $a,b,c$ for Cartesian components, the first and third moments are

$$v_a=\sum_i w_i u_{ia},\qquad S_{abc}=\sum_i w_i u_{ia}u_{ib}u_{ic}.$$

In the file these are `dipole` and `thirdMoment`.

```lean
/-- First moment of the weighted bond vectors around an atom. -/
def dipole (w : ι → ℝ) (u : ι → Fin 3 → ℝ) (a : Fin 3) : ℝ :=
  ∑ i, w i * u i a

/-- Third moment of the weighted bond vectors around an atom. -/
def thirdMoment (w : ι → ℝ) (u : ι → Fin 3 → ℝ) (a b c : Fin 3) : ℝ :=
  ∑ i, w i * u i a * u i b * u i c
```

The quantity of interest is

$$D=\sum_{abc}S_{abc}^2-\frac35\sum_a v_a^2 .$$

The constant $3/5$ is part of the definition. For unit vectors it removes the dipole contribution contained in the third moment, so that only the angular character of order three remains. The name `densitySq` refers to the role of $D$ as the square of a partial density; its sign is something to be proved. Later docstrings shorten the name to "squared MEAM density"; they always mean this third partial density, not the total density that enters the embedding energy.

```lean
/-- The squared third partial density of MEAM, with the `3/5` dipole correction. -/
def densitySq (w : ι → ℝ) (u : ι → Fin 3 → ℝ) : ℝ :=
  ∑ a, ∑ b, ∑ c, thirdMoment w u a b c ^ 2 - 3 / 5 * ∑ a, dipole w u a ^ 2
```

The remaining two definitions are the Legendre polynomial $P_3(x)=(5x^3-3x)/2$, whose argument is called `c` in the code, and the octupole tensor

$$O_{abc}=S_{abc}-\frac15\left(\delta_{ab}v_c+\delta_{ac}v_b+\delta_{bc}v_a\right).$$

The Kronecker deltas appear in Lean as `if a = b then … else 0`.

```lean
/-- The third Legendre polynomial. -/
def legendreP3 (c : ℝ) : ℝ := (5 * c ^ 3 - 3 * c) / 2

/-- The octupole tensor of unit bond vectors, with its formula written for any `u`: the third moment
minus `1/5` of the sum of the three products of a Kronecker delta with the dipole. -/
def octupole (w : ι → ℝ) (u : ι → Fin 3 → ℝ) (a b c : Fin 3) : ℝ :=
  thirdMoment w u a b c - 1 / 5 * ((if a = b then dipole w u c else 0)
    + (if a = c then dipole w u b else 0) + (if b = c then dipole w u a else 0))
```

## The Legendre form holds for vectors of any length

Expanding the square of the first moment gives

$$\sum_a v_a^2=\sum_{ij}w_iw_j\sum_a u_{ia}u_{ja}=\sum_{ij}w_iw_j\,(u_i\cdot u_j).$$

For the third moment, the sums over $a$, $b$ and $c$ separate into three equal factors:

$$\sum_{abc}S_{abc}^2=\sum_{ij}w_iw_j\sum_{abc}u_{ia}u_{ja}\,u_{ib}u_{jb}\,u_{ic}u_{jc}=\sum_{ij}w_iw_j\,(u_i\cdot u_j)^3.$$

Subtracting $3/5$ of the first line from the second, and using $x^3-\frac35x=\frac25P_3(x)$ with $x=u_i\cdot u_j$, yields

$$D=\frac25\sum_{ij}w_iw_j\,P_3(u_i\cdot u_j).$$

The double sum runs over all ordered pairs, including $i=j$. Nothing in these lines used $|u_i|=1$. Without it the identity remains true, but $u_i\cdot u_j$ is no longer the cosine of a bond angle.

The first two lemmas follow this expansion. The `simp only` step writes out the three Cartesian components and turns products of sums into double sums over neighbours; `Finset.sum_congr` then reduces the claim to one pair $(i,j)$, where `ring` finishes.

```lean
/-- The squared dipole is a pair sum over the scalar products of bond vectors. -/
theorem sum_dipole_sq (w : ι → ℝ) (u : ι → Fin 3 → ℝ) :
    ∑ a, dipole w u a ^ 2 = ∑ i, ∑ j, w i * w j * (u i ⬝ᵥ u j) := by
  simp only [dipole, dotProduct, Fin.sum_univ_three, sq, Finset.sum_mul_sum,
    ← Finset.sum_add_distrib]
  refine Finset.sum_congr rfl fun i _ => Finset.sum_congr rfl fun j _ => ?_
  ring

/-- The squared third moment is a pair sum over the cubes of the scalar products. -/
theorem sum_thirdMoment_sq (w : ι → ℝ) (u : ι → Fin 3 → ℝ) :
    ∑ a, ∑ b, ∑ c, thirdMoment w u a b c ^ 2
      = ∑ i, ∑ j, w i * w j * (u i ⬝ᵥ u j) ^ 3 := by
  simp only [thirdMoment, dotProduct, Fin.sum_univ_three, sq, Finset.sum_mul_sum,
    ← Finset.sum_add_distrib]
  refine Finset.sum_congr rfl fun i _ => Finset.sum_congr rfl fun j _ => ?_
  ring
```

The third theorem combines them, again pair by pair. It has no hypothesis on `u`.

```lean
/-- The squared MEAM density is a pair sum of the third Legendre polynomial, evaluated at the
scalar products of the bond vectors. -/
theorem densitySq_eq_legendre (w : ι → ℝ) (u : ι → Fin 3 → ℝ) :
    densitySq w u = 2 / 5 * ∑ i, ∑ j, w i * w j * legendreP3 (u i ⬝ᵥ u j) := by
  rw [densitySq, sum_thirdMoment_sq, sum_dipole_sq]
  simp only [Finset.mul_sum, ← Finset.sum_sub_distrib]
  refine Finset.sum_congr rfl fun i _ => Finset.sum_congr rfl fun j _ => ?_
  rw [legendreP3]
  ring
```

## Unit length makes the squared density a sum of squares

The Legendre form does not show the sign of $D$, because $P_3$ takes negative values and the weights may differ in sign. The sign comes from the octupole tensor, and this is where the hypothesis `hu : ∀ i, u i ⬝ᵥ u i = 1` enters. Physically it says that $u_i$ carries only the direction of the bond, with all dependence on distance placed in $w_i$.

The derivation uses it once, in the trace of the third moment:

$$\sum_a S_{aac}=\sum_i w_i\Big(\sum_a u_{ia}^2\Big)u_{ic}=\sum_i w_iu_{ic}=v_c .$$

In Lean, `linear_combination w i * u i c * h` is the same step for one neighbour: the unit-length equation multiplied by $w_iu_{ic}$.

```lean
/-- For unit bond vectors, tracing the third moment over two indices gives the dipole. -/
theorem trace_thirdMoment (w : ι → ℝ) (u : ι → Fin 3 → ℝ)
    (hu : ∀ i, u i ⬝ᵥ u i = 1) (c : Fin 3) :
    ∑ a, thirdMoment w u a a c = dipole w u c := by
  simp only [thirdMoment, dipole, Fin.sum_univ_three, ← Finset.sum_add_distrib]
  refine Finset.sum_congr rfl fun i _ => ?_
  have h := hu i
  simp only [dotProduct, Fin.sum_univ_three] at h
  linear_combination w i * u i c * h
```

Since $S$ is symmetric, the trace over any other pair of indices is also $v$. Write $T_{abc}=\delta_{ab}v_c+\delta_{ac}v_b+\delta_{bc}v_a$, so that $O=S-\frac15T$. Two contractions are needed. The first uses the traces:

$$\sum_{abc}S_{abc}T_{abc}=3\sum_a v_a^2 .$$

The second uses only the deltas. Each of the three terms of $T$ has squared norm $3\sum_a v_a^2$, and each of the six ordered products of different terms gives $\sum_a v_a^2$:

$$\sum_{abc}T_{abc}^2=(9+6)\sum_a v_a^2=15\sum_a v_a^2 .$$

Therefore

$$\sum_{abc}O_{abc}^2=\sum_{abc}S_{abc}^2-\frac{6}{5}\sum_a v_a^2+\frac{15}{25}\sum_a v_a^2=D .$$

The six mixed products are easily forgotten. Without them the correction comes out as $-\frac{21}{25}$ instead of $-\frac35$, and the octupole norm no longer matches the density.

In the proof, `h1`, `h2` and `h3` are the traces over the three pairs of indices. The final `linear_combination` multiplies them by $\frac25v_c$ and adds them up, which supplies the contraction of $S$ with $T$. The value $15$ comes out of the polynomial arithmetic after all components have been written out.

```lean
/-- For unit bond vectors, the squared MEAM density is the squared norm of the octupole
tensor. -/
theorem densitySq_eq_octupole (w : ι → ℝ) (u : ι → Fin 3 → ℝ)
    (hu : ∀ i, u i ⬝ᵥ u i = 1) :
    densitySq w u = ∑ a, ∑ b, ∑ c, octupole w u a b c ^ 2 := by
  -- the trace over each of the three pairs of indices
  have h1 := trace_thirdMoment w u hu
  have h2 : ∀ c, ∑ a, thirdMoment w u a c a = dipole w u c := by
    intro c
    rw [← h1 c]
    refine Finset.sum_congr rfl fun a _ => Finset.sum_congr rfl fun i _ => ?_
    ring
  have h3 : ∀ c, ∑ a, thirdMoment w u c a a = dipole w u c := by
    intro c
    rw [← h1 c]
    refine Finset.sum_congr rfl fun a _ => Finset.sum_congr rfl fun i _ => ?_
    ring
  simp only [Fin.sum_univ_three] at h1 h2 h3
  simp only [densitySq, octupole, Fin.sum_univ_three, Fin.reduceEq, if_true, if_false]
  linear_combination 2 / 5 * (dipole w u 0 * (h1 0 + h2 0 + h3 0)
    + dipole w u 1 * (h1 1 + h2 1 + h3 1) + dipole w u 2 * (h1 2 + h2 2 + h3 2))
```

The main theorem joins the two results. For every finite family of unit vectors in three dimensions and all real weights, $D$ equals the Legendre pair sum and $D\ge0$. Its proof rewrites $D$ as the octupole norm, and `positivity` recognises a sum of squares.

```lean
/-- For unit bond vectors and real weights of any sign, the squared MEAM density equals the
Legendre pair sum over bond angles and is nonnegative. -/
theorem densitySq_legendre_and_nonneg (w : ι → ℝ) (u : ι → Fin 3 → ℝ)
    (hu : ∀ i, u i ⬝ᵥ u i = 1) :
    densitySq w u = 2 / 5 * ∑ i, ∑ j, w i * w j * legendreP3 (u i ⬝ᵥ u j)
      ∧ 0 ≤ densitySq w u := by
  refine ⟨densitySq_eq_legendre w u, ?_⟩
  rw [densitySq_eq_octupole w u hu]
  positivity
```

A sum of real squares is zero only if every term is zero, so $D=0$ exactly when all components $O_{abc}$ vanish. The Lean proof peels off the sums over $a$, $b$ and $c$ one at a time.

```lean
/-- For unit bond vectors, the squared MEAM density vanishes exactly when every component of
the octupole tensor vanishes. -/
theorem densitySq_eq_zero_iff (w : ι → ℝ) (u : ι → Fin 3 → ℝ)
    (hu : ∀ i, u i ⬝ᵥ u i = 1) :
    densitySq w u = 0 ↔ ∀ a b c, octupole w u a b c = 0 := by
  rw [densitySq_eq_octupole w u hu]
  constructor
  · intro h a b c
    -- a vanishing sum of squares has vanishing terms
    have ha := (Finset.sum_eq_zero_iff_of_nonneg (fun a _ => by positivity)).1 h a
      (Finset.mem_univ a)
    have hb := (Finset.sum_eq_zero_iff_of_nonneg (fun b _ => by positivity)).1 ha b
      (Finset.mem_univ b)
    have hc := (Finset.sum_eq_zero_iff_of_nonneg (fun c _ => by positivity)).1 hb c
      (Finset.mem_univ c)
    exact pow_eq_zero_iff (two_ne_zero) |>.1 hc
  · intro h
    simp [h]
```

Without unit length, nonnegativity fails already for one neighbour. If $w=1$ and $|u|^2=r^2$, then $D=r^6-\frac35r^2$, which is $-\frac{7}{40}$ at $r^2=\frac12$. A simulation code that passes unnormalised displacement vectors into this formula can therefore obtain a negative "square".

For a fixed shell of neighbours with given weights, the theorem guarantees that this one MEAM term has a real square root and can be evaluated from bond angles. It says nothing about the other partial densities, the embedding energy or the forces.

## Real weights and three dimensions are built into the types

The signature `w : ι → ℝ` allows weights of either sign, and no step of the derivation needs them to be positive. It does need them to be real, because the last argument relies on squares of real numbers. With the formula for $D$ unchanged and an imaginary weight $w=\mathrm i$ on a single unit bond, $D$ would be $\frac25w^2=-\frac25$.

The type `Fin 3 → ℝ` fixes the dimension, with components numbered 0, 1 and 2. The derivation uses it in $\sum_a\delta_{aa}=3$, which enters the value $15$; the proof uses it whenever `Fin.sum_univ_three` writes out a sum. In $d$ dimensions the same calculation would replace $\frac15$ by $\frac1{d+2}$ and $\frac35$ by $\frac3{d+2}$.

## Inversion symmetry makes the third partial density vanish

The next theorem replaces unit length by a symmetry. The permutation `σ : ι ≃ ι` sends each neighbour to a partner with the same weight (`hw`) and the opposite vector (`hu`, which here names the inversion condition). This describes an atom at an inversion centre of its weighted surroundings.

By hand, relabelling the sum by $\sigma$ gives

$$v_a=\sum_i w_{\sigma(i)}u_{\sigma(i)a}=-\sum_i w_iu_{ia}=-v_a ,$$

so $v_a=0$. The third moment contains three factors of $u$ and changes sign in the same way, so $S_{abc}=0$ and $D=0$. In Lean, `Equiv.sum_comp` is the relabelling, and `linarith` concludes that a number equal to its own negative is zero.

```lean
/-- The squared MEAM density vanishes if the neighbours can be permuted so that every bond
vector is reversed and every weight is kept. -/
theorem densitySq_eq_zero_of_inversion (w : ι → ℝ) (u : ι → Fin 3 → ℝ) (σ : ι ≃ ι)
    (hw : ∀ i, w (σ i) = w i) (hu : ∀ i, u (σ i) = -u i) : densitySq w u = 0 := by
  -- odd moments change sign under inversion
  have h1 : ∀ a, dipole w u a = 0 := by
    intro a
    have h := Equiv.sum_comp σ (fun i => w i * u i a)
    simp only [hw, hu, Pi.neg_apply, mul_neg, Finset.sum_neg_distrib] at h
    unfold dipole
    linarith
  have h3 : ∀ a b c, thirdMoment w u a b c = 0 := by
    intro a b c
    have h := Equiv.sum_comp σ (fun i => w i * u i a * u i b * u i c)
    simp only [hw, hu, Pi.neg_apply, mul_neg, neg_mul, neg_neg,
      Finset.sum_neg_distrib] at h
    unfold thirdMoment
    linarith
  simp [densitySq, h1, h3]
```

Both conditions matter. A single unit bond of weight 1 keeps its weight under the identity permutation but is not reversed, and it has $D=\frac25$. Two opposite unit bonds with weights $w_1$ and $w_2$ give $D=\frac25(w_1-w_2)^2$, which is positive as soon as the weights differ. Inversion is sufficient but not necessary: five equally weighted unit bonds pointing from the centre of a regular planar pentagon to its corners have no inversion partner, yet their $P_3$ sum is zero.

## A tetrahedral shell gives 32/9

The regular tetrahedron satisfies the unit-length hypothesis and has no inversion centre. Its directions are four alternating corners of a cube, divided by their length $\sqrt3$.

```lean
/-- Four alternating corners of the cube with vertices `(±1, ±1, ±1)`. -/
def corners : Fin 4 → Fin 3 → ℝ :=
  ![![1, 1, 1], ![1, -1, -1], ![-1, 1, -1], ![-1, -1, 1]]

/-- The four bond directions of a regular tetrahedron. -/
def tetrahedron (i : Fin 4) (a : Fin 3) : ℝ := corners i a / √3
```

The scalar product of two different corners is $-1$ before normalisation, hence $-\frac13$ for the unit vectors. The lemma takes out the common factor $\frac13$ and then checks all pairs.

```lean
/-- Tetrahedral bond directions have scalar product `1` with themselves and `-1/3` with each
other. -/
theorem tetrahedron_dot (i j : Fin 4) :
    tetrahedron i ⬝ᵥ tetrahedron j = if i = j then 1 else -1 / 3 := by
  have h : tetrahedron i ⬝ᵥ tetrahedron j = (∑ a, corners i a * corners j a) / 3 := by
    simp only [dotProduct, tetrahedron, Fin.sum_univ_three, div_mul_div_comm,
      Real.mul_self_sqrt (by norm_num : (0 : ℝ) ≤ 3)]
    ring
  rw [h]
  fin_cases i <;> fin_cases j <;> simp [corners, Fin.sum_univ_three] <;> norm_num
```

With unit weights there are four pairs with $i=j$, where $P_3(1)=1$, and twelve ordered pairs of different bonds, where

$$P_3\left(-\tfrac13\right)=\frac12\left(-\frac5{27}+1\right)=\frac{11}{27}.$$

This gives

$$D=\frac25\left(4+12\cdot\frac{11}{27}\right)=\frac25\cdot\frac{80}{9}=\frac{32}{9}.$$

The final theorem states both the unit length of the four vectors and this value, which it obtains through the Legendre form.

```lean
/-- The tetrahedral bond directions are unit vectors, and with unit weights their squared MEAM
density is `32/9`. -/
theorem tetrahedron_witness :
    (∀ i, tetrahedron i ⬝ᵥ tetrahedron i = 1)
      ∧ densitySq (fun _ => 1) tetrahedron = 32 / 9 := by
  refine ⟨fun i => by simp [tetrahedron_dot], ?_⟩
  rw [densitySq_eq_legendre]
  simp only [tetrahedron_dot, legendreP3, Fin.sum_univ_four, Fin.reduceEq, if_true, if_false]
  norm_num

end

end MEAMThirdDensity
```

```lean
#print axioms MEAMThirdDensity.densitySq_legendre_and_nonneg
#print axioms MEAMThirdDensity.densitySq_eq_zero_iff
#print axioms MEAMThirdDensity.densitySq_eq_zero_of_inversion
```

```
'MEAMThirdDensity.densitySq_legendre_and_nonneg' depends on axioms: [propext, Classical.choice, Quot.sound]
'MEAMThirdDensity.densitySq_eq_zero_iff' depends on axioms: [propext, Classical.choice, Quot.sound]
'MEAMThirdDensity.densitySq_eq_zero_of_inversion' depends on axioms: [propext, Classical.choice, Quot.sound]
```
